# The matrix entries of an n-qubit Pauli string are products of single-qubit entries

The Pauli string P(x,z) on n qubits sends the computational basis state b to (−1)^(z·b) times the basis state b + x, with bits added modulo 2. `pauli_eq_tensor` states that its entry at (a, b) is the product over the qubits of the (aᵢ, bᵢ) entries of X^(xᵢ) Z^(zᵢ), so the string is the tensor product of these 2×2 matrices. No phase factors are included: a qubit with xᵢ = zᵢ = 1 carries XZ, which is −iY. The proof writes each factor as a sign if aᵢ = bᵢ + xᵢ and zero otherwise, merges the product into a single conditional, and compares the two sides according to whether a = b + x.

The first attempt, which Lean rejects:

```lean
import Mathlib

open Matrix

namespace PauliStrings

noncomputable section

/-- Bit strings of length `n`, labelling the computational basis states of `n` qubits. -/
abbrev Bits (n : ℕ) := Fin n → ZMod 2

/-- The sign `(-1)^a` of a bit `a`. -/
def sgn (a : ZMod 2) : ℂ := if a = 0 then 1 else -1

/-- The Pauli string `P(x,z)`, which sends the basis state `b` to `(-1)^(z·b)` times the
basis state `b + x`. -/
def pauli {n : ℕ} (x z : Bits n) : Matrix (Bits n) (Bits n) ℂ :=
  Matrix.of fun a b => if a = b + x then sgn (z ⬝ᵥ b) else 0

/-- The single-qubit bit flip `X`. -/
def sigmaX : Matrix (ZMod 2) (ZMod 2) ℂ :=
  Matrix.of fun a b => if a = b + 1 then 1 else 0

/-- The single-qubit phase flip `Z`. -/
def sigmaZ : Matrix (ZMod 2) (ZMod 2) ℂ := Matrix.diagonal sgn

variable {n : ℕ}

/-- The sign of a sum of two bits is the product of their signs. -/
theorem sgn_add (a b : ZMod 2) : sgn (a + b) = sgn a * sgn b := by
  have h : ∀ a : ZMod 2, a = 0 ∨ a = 1 := by decide
  have h11 : (1 : ZMod 2) + 1 = 0 := by decide
  have hne : (1 : ZMod 2) ≠ 0 := by decide
  rcases h a with rfl | rfl <;> rcases h b with rfl | rfl <;>
    first
    | (rw [h11]; simp [sgn, hne])
    | simp [sgn, hne]

/-- Each entry of `P(x,z)` is the product over the qubits of the entries of `X^(x i) Z^(z i)`: the
string is the tensor product of these single-qubit matrices. -/
theorem pauli_eq_tensor (x z a b : Bits n) :
    pauli x z a b =
      ∏ i, (sigmaX ^ (x i).val * sigmaZ ^ (z i).val) (a i) (b i) := by
  have h01 : ∀ a : ZMod 2, a = 0 ∨ a = 1 := by decide
  have hv : (1 : ZMod 2).val = 1 := rfl
  have hX : ∀ x a b : ZMod 2, (sigmaX ^ x.val) a b = if a = b + x then 1 else 0 := by
    intro x a b
    rcases h01 x with rfl | rfl
    · simp [Matrix.one_apply]
    · rw [hv, pow_one]; rfl
  have hZ : ∀ z : ZMod 2, sigmaZ ^ z.val = Matrix.diagonal fun b => sgn (z * b) := by
    intro z
    rcases h01 z with rfl | rfl
    · simp [sgn]
    · rw [hv, pow_one]; simp [sigmaZ]
  -- the sign of the scalar product factorises over the qubits
  have hs : ∀ (s : Finset (Fin n)) (f : Fin n → ZMod 2),
      sgn (∑ i ∈ s, f i) = ∏ i ∈ s, sgn (f i) := by
    intro s f
    induction s using Finset.induction_on with
    | empty => simp [sgn]
    | insert i s hi ih => rw [Finset.sum_insert hi, Finset.prod_insert hi, sgn_add, ih]
  have h1 : ∀ i, (sigmaX ^ (x i).val * sigmaZ ^ (z i).val) (a i) (b i)
      = if a i = b i + x i then sgn (z i * b i) else 0 := by
    intro i
    rw [hZ, Matrix.mul_diagonal, hX, ite_mul, one_mul, zero_mul]
  rw [Finset.prod_congr rfl fun i _ => h1 i, Finset.prod_ite_zero]
  change (if a = b + x then sgn (z ⬝ᵥ b) else 0) = _
  by_cases h : a = b + x
  · rw [if_pos h, if_pos (fun i _ => congrFun h i)]
    exact hs _ _
  · rw [if_neg h, if_neg (fun k => h (funext fun i => k i (Finset.mem_univ i)))]

end

end PauliStrings
```

The error:

```
Main.lean:70:18: error: Tactic `rewrite` failed: Did not find an occurrence of the pattern
  if ∀ (i : Fin n) (x_1 : ?m.353 i), a i = (b + x) i then ?m.355 else ?m.356
in the target expression
  sgn (z ⬝ᵥ b) = if ∀ i ∈ Finset.univ, a i = b i + x i then ∏ i, sgn (z i * b i) else 0

case pos
n : ℕ
x z a b : Bits n
h01 : ∀ (a : ZMod 2), a = 0 ∨ a = 1
hv : ZMod.val 1 = 1
hX : ∀ (x a b : ZMod 2), (sigmaX ^ x.val) a b = if a = b + x then 1 else 0
hZ : ∀ (z : ZMod 2), sigmaZ ^ z.val = diagonal fun b => sgn (z * b)
hs : ∀ (s : Finset (Fin n)) (f : Fin n → ZMod 2), sgn (∑ i ∈ s, f i) = ∏ i ∈ s, sgn (f i)
h1 :
  ∀ (i : Fin n), (sigmaX ^ (x i).val * sigmaZ ^ (z i).val) (a i) (b i) = if a i = b i + x i then sgn (z i * b i) else 0
h : a = b + x
⊢ sgn (z ⬝ᵥ b) = if ∀ i ∈ Finset.univ, a i = b i + x i then ∏ i, sgn (z i * b i) else 0
```

The error is in the case a = b + x, at the second rewrite, `if_pos (fun i _ => congrFun h i)`. Nothing there tells Lean which condition is meant, so it reads the condition off the proof term. `congrFun h i` proves `a i = (b + x) i`, and the rewrite therefore looks for an `if` with that equation in its condition. The goal has `a i = b i + x i` instead. The two are equal by definition, since functions are added pointwise, but `rw` does not unfold that addition when it searches for its pattern, and so finds no match.

The repair first proves `k`, an equivalence whose left side is the goal's condition as written. `congrFun q i` is accepted there because it is checked against a stated type, and that check does unfold the addition. `k.mpr h` then gives `if_pos` the condition in the form the goal has, and the rewrite succeeds.

Lean reported no error in the other case; using `mt k.mp h` there is mere tidying.

Fix (accepted with no message):

```diff
@@ -67,8 +67,10 @@
   rw [Finset.prod_congr rfl fun i _ => h1 i, Finset.prod_ite_zero]
   change (if a = b + x then sgn (z ⬝ᵥ b) else 0) = _
+  have k : (∀ i ∈ (Finset.univ : Finset (Fin n)), a i = b i + x i) ↔ a = b + x :=
+    ⟨fun q => funext fun i => q i (Finset.mem_univ i), fun q i _ => congrFun q i⟩
   by_cases h : a = b + x
-  · rw [if_pos h, if_pos (fun i _ => congrFun h i)]
+  · rw [if_pos h, if_pos (k.mpr h)]
     exact hs _ _
-  · rw [if_neg h, if_neg (fun k => h (funext fun i => k i (Finset.mem_univ i)))]
+  · rw [if_neg h, if_neg (mt k.mp h)]
 
 end
```
